# After one or more McWeeny steps, the occupation curve on [0, 1] turns from convex to concave at exactly one point, occupation 1/2

## Placing the chemical potential at 1/2

One way to start McWeeny purification is to shift the Hamiltonian and scale it by a negative factor, so that its eigenvalues become trial occupations in [0, 1], with the chemical potential at 1/2. Repeated steps P → 3P² − 2P³ should then empty the levels on one side and fill those on the other. In an orthonormal basis, each eigenvalue of the Hermitian matrix P follows the scalar map

f(x) = 3x² − 2x³.

Write fₙ for its n-fold iterate, with f₀(x) = x and fₙ₊₁(x) = fₙ(f(x)). "Half filling" below means x = 1/2 for a single level.

## One bending change and a step-like limit

Let n ≥ 1 and 0 ≤ a < b ≤ 1. Then

fₙ is convex on [a, b] exactly when b ≤ 1/2,

fₙ is concave on [a, b] exactly when a ≥ 1/2.

In Lean, an occupation is a real number, `mcweeny` is f, `mcweeny^[n]` is fₙ and `Icc a b` is [a, b]. The theorem `single_bending_change` states both equivalences. Its hypothesis `hn : n ≠ 0` excludes the identity, which is both convex and concave.

Two further theorems describe the step: `slope_at_half` gives the slope (3/2)ⁿ at 1/2, and `step_limit` gives the limits 0 on [0, 1/2) and 1 on (1/2, 1]. The convergence is stated point by point, with no rate uniform in x. The theorems concern exact scalar arithmetic; matrices, truncation and rounding do not enter.

## Convexity below half filling

Take weights s, t > 0 with s + t = 1, and put z = sx + ty. Expanding gives

sx² + ty² − z² = st(x − y)²,

sx³ + ty³ − z³ = st(x − y)²(x + y + z).

Three times the first minus twice the second is

s f(x) + t f(y) − f(z) = st(x − y)²(3 − 2(x + y + z)).

For x ≠ y in [0, 1/2], x + y < 1 and z ≤ 1/2, so the right side is positive and f is strictly convex there.

The map keeps [0, 1/2] inside itself, because

f(x) = x²(3 − 2x) ≥ 0,

1/2 − f(x) = (1/2 − x)(1 + 2x(1 − x)) ≥ 0.

It is also strictly increasing there. For x < y,

f(y) − f(x) = (y − x)(3(x + y) − 2(x² + xy + y²)),

and x² + xy + y² ≤ (x + y)² ≤ x + y makes the last factor at least x + y > 0.

Every fₙ is therefore strictly increasing on [0, 1/2], as a composite of strictly increasing maps of that interval into itself (f₀ is the identity). If fₙ is also convex there, then

fₙ₊₁(z) ≤ fₙ(s f(x) + t f(y)) ≤ s fₙ₊₁(x) + t fₙ₊₁(y).

Induction from f₀ gives convexity for every n. The first inequality is strict when x ≠ y, so fₙ is strictly convex for n ≥ 1.

## Reflection and the sharp intervals

Particle-hole exchange gives f(1 − x) = 1 − f(x), hence fₙ(1 − x) = 1 − fₙ(x). Strict convexity on [0, 1/2] therefore becomes strict concavity on [1/2, 1].

If b > 1/2, the piece [max(a, 1/2), b] has positive length and fₙ is strictly concave on it, so fₙ cannot be convex on [a, b]. If a < 1/2, the piece [a, min(b, 1/2)] rules out concavity in the same way.

For n = 1 this is the familiar sign change of f″(x) = 6 − 12x.

## Slope and limits

Since f(1/2) = 1/2 and f′(1/2) = 3/2, the chain rule gives slope (3/2)ⁿ.

For 0 ≤ x < 1/2, set q = x(3 − 2x). Then 1 − q = (1 − x)(1 − 2x) > 0. If 0 ≤ y ≤ x, then

f(y) = y · y(3 − 2y) ≤ qy,

because q − y(3 − 2y) = (x − y)(3 − 2(x + y)) ≥ 0. Hence 0 ≤ fₙ(x) ≤ qⁿx → 0, and reflection gives the limit 1 above half filling.

## The Lean file

```lean
import Mathlib

open Set Filter Topology

namespace McWeenyBending

/-- One McWeeny purification step acting on an occupation number. -/
def mcweeny (x : ℝ) : ℝ := 3 * x ^ 2 - 2 * x ^ 3

/-- The exact gap between a chord of the purification curve and the curve itself, for
weights `a` and `b` that sum to one. -/
theorem chord_gap (x y a b : ℝ) (hab : a + b = 1) :
    a * mcweeny x + b * mcweeny y - mcweeny (a * x + b * y)
      = a * b * (x - y) ^ 2 * (3 - 2 * (x + y + (a * x + b * y))) := by
  obtain rfl : b = 1 - a := by linarith
  unfold mcweeny
  ring

/-- A single purification step is strictly convex below half filling. -/
theorem strictConvexOn_step : StrictConvexOn ℝ (Icc 0 (1 / 2)) mcweeny := by
  refine ⟨convex_Icc _ _, fun x hx y hy hxy a b ha hb hab => ?_⟩
  simp only [smul_eq_mul]
  have h := chord_gap x y a b hab
  have hz : a * x + b * y ≤ 1 / 2 := by
    nlinarith [mul_nonneg ha.le (sub_nonneg.mpr hx.2), mul_nonneg hb.le (sub_nonneg.mpr hy.2)]
  -- two different occupations cannot both sit at half filling
  have hs : x + y < 1 := by
    rcases lt_or_gt_of_ne hxy with h' | h' <;> linarith [hx.2, hy.2]
  have h1 : 0 < (x - y) ^ 2 :=
    lt_of_le_of_ne (sq_nonneg _) (Ne.symm (pow_ne_zero 2 (sub_ne_zero.mpr hxy)))
  have h2 : 0 < 3 - 2 * (x + y + (a * x + b * y)) := by linarith
  have h3 := mul_pos (mul_pos (mul_pos ha hb) h1) h2
  linarith

/-- A purification step keeps occupations between zero and one half in that range. -/
theorem mapsTo_lower : MapsTo mcweeny (Icc 0 (1 / 2)) (Icc 0 (1 / 2)) := by
  intro x hx
  obtain ⟨h0, h1⟩ := hx
  have e1 : mcweeny x = x ^ 2 * (3 - 2 * x) := by unfold mcweeny; ring
  have e2 : 1 / 2 - mcweeny x = (1 / 2 - x) * (1 + 2 * x * (1 - x)) := by
    unfold mcweeny; ring
  have p1 : 0 ≤ x ^ 2 * (3 - 2 * x) := mul_nonneg (sq_nonneg x) (by linarith)
  have p2 : 0 ≤ x * (1 - x) := mul_nonneg h0 (by linarith)
  have p3 : 0 ≤ (1 / 2 - x) * (1 + 2 * x * (1 - x)) :=
    mul_nonneg (by linarith) (by linarith)
  exact ⟨by linarith, by linarith⟩

/-- Below half filling every iterate of the purification step is strictly increasing
and convex. -/
theorem iterate_lower (n : ℕ) :
    StrictMonoOn (mcweeny^[n]) (Icc 0 (1 / 2)) ∧
      ConvexOn ℝ (Icc 0 (1 / 2)) (mcweeny^[n]) := by
  have mono : StrictMonoOn mcweeny (Icc 0 (1 / 2)) := by
    intro x hx y hy hxy
    have e : mcweeny y - mcweeny x
        = (y - x) * (3 * (x + y) - 2 * (x ^ 2 + x * y + y ^ 2)) := by
      unfold mcweeny; ring
    have hp : 0 < 3 * (x + y) - 2 * (x ^ 2 + x * y + y ^ 2) := by
      nlinarith [mul_nonneg hx.1 (sub_nonneg.mpr hx.2), mul_nonneg hx.1 (sub_nonneg.mpr hy.2),
        mul_nonneg hy.1 (sub_nonneg.mpr hy.2), hx.1]
    have := mul_pos (sub_pos.mpr hxy) hp
    linarith
  induction n with
  | zero => exact ⟨fun x _ y _ h => h, convexOn_id (convex_Icc _ _)⟩
  | succ n ih =>
    refine ⟨fun x hx y hy hxy => ?_, convex_Icc _ _, fun x hx y hy a b ha hb hab => ?_⟩
    · simp only [Function.iterate_succ_apply]
      exact ih.1 (mapsTo_lower hx) (mapsTo_lower hy) (mono hx hy hxy)
    · -- an increasing convex function of a convex function is convex
      simp only [Function.iterate_succ_apply]
      exact (ih.1.monotoneOn (mapsTo_lower (convex_Icc _ _ hx hy ha hb hab))
        (convex_Icc _ _ (mapsTo_lower hx) (mapsTo_lower hy) ha hb hab)
        (strictConvexOn_step.convexOn.2 hx hy ha hb hab)).trans
        (ih.2.2 (mapsTo_lower hx) (mapsTo_lower hy) ha hb hab)

/-- After at least one step, the purified occupation curve is strictly convex below
half filling. -/
theorem strictConvexOn_iterate {n : ℕ} (hn : n ≠ 0) :
    StrictConvexOn ℝ (Icc 0 (1 / 2)) (mcweeny^[n]) := by
  obtain ⟨m, rfl⟩ := Nat.exists_eq_succ_of_ne_zero hn
  refine ⟨convex_Icc _ _, fun x hx y hy hxy a b ha hb hab => ?_⟩
  simp only [Function.iterate_succ_apply]
  exact ((iterate_lower m).1 (mapsTo_lower (convex_Icc _ _ hx hy ha.le hb.le hab))
    (convex_Icc _ _ (mapsTo_lower hx) (mapsTo_lower hy) ha.le hb.le hab)
    (strictConvexOn_step.2 hx hy hxy ha hb hab)).trans_le
    ((iterate_lower m).2.2 (mapsTo_lower hx) (mapsTo_lower hy) ha.le hb.le hab)

/-- Repeated purification commutes with the exchange of particles and holes. -/
theorem iterate_reflect (n : ℕ) (x : ℝ) : mcweeny^[n] (1 - x) = 1 - mcweeny^[n] x := by
  induction n generalizing x with
  | zero => rfl
  | succ n ih =>
    have e : mcweeny (1 - x) = 1 - mcweeny x := by unfold mcweeny; ring
    rw [Function.iterate_succ_apply, Function.iterate_succ_apply, e, ih]

/-- After at least one step, the purified occupation curve is strictly concave above
half filling. -/
theorem strictConcaveOn_iterate {n : ℕ} (hn : n ≠ 0) :
    StrictConcaveOn ℝ (Icc (1 / 2) 1) (mcweeny^[n]) := by
  refine ⟨convex_Icc _ _, fun x hx y hy hxy a b ha hb hab => ?_⟩
  have hx' : 1 - x ∈ Icc (0 : ℝ) (1 / 2) := ⟨by linarith [hx.2], by linarith [hx.1]⟩
  have hy' : 1 - y ∈ Icc (0 : ℝ) (1 / 2) := ⟨by linarith [hy.2], by linarith [hy.1]⟩
  have h := (strictConvexOn_iterate hn).2 hx' hy' (fun h => hxy (by linarith)) ha hb hab
  have e : a • (1 - x) + b • (1 - y) = 1 - (a • x + b • y) := by
    simp only [smul_eq_mul]
    linear_combination hab
  rw [e] at h
  simp only [iterate_reflect, smul_eq_mul] at h ⊢
  linarith

/-- After at least one purification step, the occupation curve is convex on a closed interval `[a,
b]` with `0 ≤ a < b ≤ 1` exactly when `b ≤ 1/2`, and concave on it exactly when `1/2 ≤ a`. -/
theorem single_bending_change {n : ℕ} (hn : n ≠ 0) {a b : ℝ}
    (ha : 0 ≤ a) (hab : a < b) (hb : b ≤ 1) :
    (ConvexOn ℝ (Icc a b) (mcweeny^[n]) ↔ b ≤ 1 / 2) ∧
      (ConcaveOn ℝ (Icc a b) (mcweeny^[n]) ↔ 1 / 2 ≤ a) := by
  have half : (0 : ℝ) < 1 / 2 := by norm_num
  have halves : (1 / 2 : ℝ) + 1 / 2 = 1 := by norm_num
  refine ⟨⟨fun h => ?_, fun h => (strictConvexOn_iterate hn).convexOn.subset
    (Icc_subset_Icc ha h) (convex_Icc _ _)⟩, ⟨fun h => ?_, fun h =>
    (strictConcaveOn_iterate hn).concaveOn.subset (Icc_subset_Icc h hb) (convex_Icc _ _)⟩⟩
  · -- a piece above half filling would be both convex and strictly concave
    by_contra hlt
    have hc : max a (1 / 2) < b := max_lt hab (not_le.mp hlt)
    have s := (strictConcaveOn_iterate hn).2 ⟨le_max_right a (1 / 2), hc.le.trans hb⟩
      ⟨(not_le.mp hlt).le, hb⟩ hc.ne half half halves
    have t := h.2 ⟨le_max_left a (1 / 2), hc.le⟩ ⟨hab.le, le_refl b⟩ half.le half.le halves
    exact absurd t (not_le_of_gt s)
  · by_contra hlt
    have hc : a < min b (1 / 2) := lt_min hab (not_le.mp hlt)
    have s := (strictConvexOn_iterate hn).2 ⟨ha, (not_le.mp hlt).le⟩
      ⟨ha.trans hc.le, min_le_right b (1 / 2)⟩ hc.ne half half halves
    have t := h.2 ⟨le_refl a, hab.le⟩ ⟨hc.le, min_le_left b (1 / 2)⟩ half.le half.le halves
    exact absurd t (not_le_of_gt s)

/-- The slope of the occupation curve at half filling after `n` steps is `(3/2)^n`. -/
theorem slope_at_half (n : ℕ) : HasDerivAt (mcweeny^[n]) ((3 / 2) ^ n) (1 / 2) := by
  have h : HasDerivAt mcweeny (3 / 2) (1 / 2) :=
    (((hasDerivAt_pow 2 (1 / 2 : ℝ)).const_mul 3).fun_sub
      ((hasDerivAt_pow 3 (1 / 2 : ℝ)).const_mul 2)).congr_deriv (by norm_num)
  have hfix : mcweeny (1 / 2) = 1 / 2 := by norm_num [mcweeny]
  exact h.iterate (1 / 2) hfix n

/-- Under repeated purification, occupations in `[0, 1/2)` tend to zero and occupations
in `(1/2, 1]` tend to one. -/
theorem step_limit :
    (∀ x ∈ Ico (0 : ℝ) (1 / 2), Tendsto (fun n => mcweeny^[n] x) atTop (𝓝 0)) ∧
      (∀ x ∈ Ioc (1 / 2 : ℝ) 1, Tendsto (fun n => mcweeny^[n] x) atTop (𝓝 1)) := by
  have low : ∀ x ∈ Ico (0 : ℝ) (1 / 2),
      Tendsto (fun n => mcweeny^[n] x) atTop (𝓝 0) := by
    intro x hx
    obtain ⟨h0, h1⟩ := hx
    have q0 : 0 ≤ x * (3 - 2 * x) := mul_nonneg h0 (by linarith)
    have q1 : x * (3 - 2 * x) < 1 := by
      nlinarith [mul_pos (show 0 < 1 - x by linarith) (show 0 < 1 - 2 * x by linarith)]
    -- each step shrinks the occupation at least by the factor x (3 - 2x)
    have key : ∀ n : ℕ, 0 ≤ mcweeny^[n] x ∧ mcweeny^[n] x ≤ x ∧
        mcweeny^[n] x ≤ (x * (3 - 2 * x)) ^ n * x := by
      intro n
      induction n with
      | zero => simp [h0]
      | succ n ih =>
        rw [Function.iterate_succ_apply', pow_succ]
        obtain ⟨i0, i1, i2⟩ := ih
        generalize mcweeny^[n] x = y at i0 i1 i2 ⊢
        have e : mcweeny y = y * (y * (3 - 2 * y)) := by unfold mcweeny; ring
        have hq : y * (3 - 2 * y) ≤ x * (3 - 2 * x) := by
          nlinarith [mul_nonneg (sub_nonneg.mpr i1) (show 0 ≤ 3 - 2 * (x + y) by linarith)]
        have b1 := mul_le_mul_of_nonneg_left hq i0
        have b2 := mul_le_mul_of_nonneg_left q1.le i0
        have b3 := mul_le_mul_of_nonneg_right i2 q0
        refine ⟨(mapsTo_lower ⟨i0, by linarith⟩).1, by linarith, ?_⟩
        calc mcweeny y ≤ y * (x * (3 - 2 * x)) := by rw [e]; exact b1
          _ ≤ (x * (3 - 2 * x)) ^ n * x * (x * (3 - 2 * x)) := b3
          _ = (x * (3 - 2 * x)) ^ n * (x * (3 - 2 * x)) * x := by ring
    have lim := (tendsto_pow_atTop_nhds_zero_of_lt_one q0 q1).mul_const x
    rw [zero_mul] at lim
    exact squeeze_zero (fun n => (key n).1) (fun n => (key n).2.2) lim
  refine ⟨low, fun x hx => ?_⟩
  -- the upper half follows by exchanging particles and holes
  have h := (low (1 - x) ⟨by linarith [hx.2], by linarith [hx.1]⟩).const_sub 1
  simpa only [iterate_reflect, sub_sub_cancel, sub_zero] using h

end McWeenyBending
```

```lean
#print axioms McWeenyBending.single_bending_change
#print axioms McWeenyBending.slope_at_half
#print axioms McWeenyBending.step_limit
```

```
'McWeenyBending.single_bending_change' depends on axioms: [propext, Classical.choice, Quot.sound]
'McWeenyBending.slope_at_half' depends on axioms: [propext, Classical.choice, Quot.sound]
'McWeenyBending.step_limit' depends on axioms: [propext, Classical.choice, Quot.sound]
```

## How the proof follows the algebra

`chord_gap` is the chord identity, checked by `ring`; its `a` and `b` are the weights s and t. `strictConvexOn_step` supplies the signs, and `mapsTo_lower` keeps iterates in the lower half.

`iterate_lower` carries monotonicity and convexity through one induction, since the convexity part of the step uses both. `strictConvexOn_iterate` makes the first inequality strict, and `iterate_reflect` transfers the result to `strictConcaveOn_iterate`.

In `single_bending_change`, restriction to a subinterval proves the "if" directions. For the converses, `by_contra` produces the offending piece, and the two bending inequalities at its midpoint contradict each other.

`slope_at_half` applies the derivative rule for iterates at a fixed point. In `step_limit`, `key` proves the geometric bound by induction and `squeeze_zero` takes the limit.
